# For a finite spectrum, the curvature of the mean energy in inverse temperature is the third central moment of the energy

How does the mean energy of a system in thermal equilibrium bend as the inverse temperature changes? To pose the question, we describe the system by finitely many states with fixed real energies, and we define the moments of the energy as weighted averages over these states, not as derivatives of $\ln Z$. The link between curvature and fluctuations is then something to prove.

Let $E_i$ be the energy of state $i$, with at least one state, and let $b$ be the inverse temperature $1/(k_BT)$, usually written $\beta$. Set

$$Z=\sum_i e^{-bE_i},\qquad p_i=\frac{e^{-bE_i}}{Z},\qquad U=\sum_i p_iE_i,\qquad \mu_n=\sum_i p_i(E_i-U)^n .$$

The claim is that $U''(b)=\mu_3(b)$ for every real $b$, where primes denote derivatives in $b$. The derivation also gives the slope, $U'(b)=-\mu_2(b)$. In a simulation of a model with finitely many configurations and temperature-independent energies, energies sampled with the probabilities $p_i$ at one temperature therefore estimate both the slope and the curvature of $U(b)$ there.

## From Gibbs weights to the third moment

Differentiating the partition function gives $Z'=-\sum_i E_ie^{-bE_i}=-UZ$. The quotient rule then yields

$$p_i'=\frac{-E_ie^{-bE_i}}{Z}+\frac{e^{-bE_i}\,UZ}{Z^2}=-(E_i-U)\,p_i .$$

Since $\sum_i p_i=1$, the first central moment is $\mu_1=U-U=0$. Writing $E_i=(E_i-U)+U$,

$$U'=-\sum_i(E_i-U)p_iE_i=-\mu_2-U\mu_1=-\mu_2 .$$

In a higher moment both the probabilities and the centre $U$ depend on $b$. For $n\ge 0$ the product rule gives

$$\mu_{n+1}'=\sum_i p_i'(E_i-U)^{n+1}-(n+1)U'\sum_i p_i(E_i-U)^n=(n+1)\mu_2\mu_n-\mu_{n+2}.$$

At $n=1$ this is $\mu_2'=2\mu_2\mu_1-\mu_3=-\mu_3$, so $U''=-\mu_2'=\mu_3$.

If two levels differ, they cannot both equal $U$. As every $p_i$ is positive, $\mu_2>0$, and the skewness $\gamma=\mu_3/\mu_2^{3/2}$ is defined. Substituting $\mu_2=-U'$ gives

$$U''=\gamma\,(-U')^{3/2}.$$

Skewness alone thus fixes the sign of the curvature; unless the skewness is zero, the size of the curvature also depends on the slope.

For levels $0$ and $g$, with occupation $p$ of the level $g$, we have $U=pg$. The deviations are $-pg$ with probability $1-p$ and $(1-p)g$ with probability $p$, hence

$$U''=(1-p)(-pg)^3+p(1-p)^3g^3=g^3p(1-p)(1-2p).$$

## States, weights and moments in Lean

The finite nonempty type `ι` labels states, not distinct energies, so a degenerate level appears once for each of its states.

```lean
import Mathlib

namespace GibbsEnergyCurvature

noncomputable section

variable {ι : Type*} [Fintype ι] [Nonempty ι]
```

The spectrum is a function `E : ι → ℝ`, and `b` may be any real number, including zero and negative values.

```lean
/-- The partition function of the levels `E` at inverse temperature `b`. -/
def Z (E : ι → ℝ) (b : ℝ) : ℝ := ∑ i, Real.exp (-b * E i)
```

Dividing a Boltzmann factor by `Z` gives the normalised probability $p_i$.

```lean
/-- The Gibbs probability of state `i`, for a nonempty set of states. -/
def gibbs (E : ι → ℝ) (b : ℝ) (i : ι) : ℝ := Real.exp (-b * E i) / Z E b
```

An observable is represented by its value in each state, which suffices for the energy and its powers.

```lean
/-- The Gibbs average of an observable `A` that takes the value `A i` in state `i`. -/
def mean (E : ι → ℝ) (b : ℝ) (A : ι → ℝ) : ℝ := ∑ i, gibbs E b i * A i
```

The mean energy is the average of `E` itself.

```lean
/-- The mean energy at inverse temperature `b`. -/
def U (E : ι → ℝ) (b : ℝ) : ℝ := mean E b E
```

The central moment $\mu_n$ takes its order before the inverse temperature, so that `centralMoment E n` is a function of `b`.

```lean
/-- The `n`-th central moment of the energy in the Gibbs distribution. -/
def centralMoment (E : ι → ℝ) (n : ℕ) (b : ℝ) : ℝ :=
  mean E b (fun i => (E i - U E b) ^ n)
```

The skewness $\gamma$ has the cube of the standard deviation in its denominator.

```lean
/-- The skewness of the energy: the third central moment in units of the cubed standard
deviation, for a spectrum with at least two distinct levels. -/
def skewness (E : ι → ℝ) (b : ℝ) : ℝ :=
  centralMoment E 3 b / √(centralMoment E 2 b) ^ 3
```

The physical identification left to the reader is that the numbers `E i` are the eigenvalues, counted with multiplicity, of a Hamiltonian that does not depend on temperature. An infinite spectrum would also require convergence arguments for the sums and their derivatives.

## Normalisation and the response of a probability

A sum of exponentials over a nonempty set is positive.

```lean
/-- The partition function of a finite nonempty spectrum is positive. -/
theorem Z_pos (E : ι → ℝ) (b : ℝ) : 0 < Z E b :=
  Finset.sum_pos (fun _ _ => Real.exp_pos _) Finset.univ_nonempty
```

The common denominator can therefore be taken out of the sum of probabilities and cancelled.

```lean
/-- The Gibbs probabilities of a finite nonempty spectrum sum to one. -/
theorem gibbs_sum (E : ι → ℝ) (b : ℝ) : ∑ i, gibbs E b i = 1 := by
  simp only [gibbs]
  rw [← Finset.sum_div]
  exact div_self (Z_pos E b).ne'
```

The statement `HasDerivAt f d b` says that `f` is differentiable at `b` with derivative `d`. In the next proof, `hw` differentiates one Boltzmann factor, `hs` sums these derivatives, and `hU` identifies the result as $-UZ$. The quotient rule enters as `fun_div`; clearing the denominator $Z^2$ leaves an identity for `ring`.

```lean
/-- The logarithmic rate at which a Gibbs probability falls with `b` is the excess of its
level over the mean energy. -/
theorem hasDerivAt_gibbs (E : ι → ℝ) (b : ℝ) (i : ι) :
    HasDerivAt (fun x => gibbs E x i) (-(E i - U E b) * gibbs E b i) b := by
  have hne : Z E b ≠ 0 := (Z_pos E b).ne'
  -- derivative of each Boltzmann factor
  have hw : ∀ j, HasDerivAt (fun x : ℝ => Real.exp (-x * E j))
      (-(E j) * Real.exp (-b * E j)) b := by
    intro j
    have h : HasDerivAt (fun x : ℝ => -x * E j) (-1 * E j) b :=
      (hasDerivAt_id' b).fun_neg.mul_const (E j)
    exact h.exp.congr_deriv (by ring)
  have hs : HasDerivAt (fun x : ℝ => ∑ j, Real.exp (-x * E j))
      (∑ j, -(E j) * Real.exp (-b * E j)) b :=
    HasDerivAt.fun_sum fun j _ => hw j
  -- the derivative of the partition function is `-U Z`
  have hU : ∑ j, -(E j) * Real.exp (-b * E j) = -(U E b * Z E b) := by
    simp only [U, mean, gibbs]
    rw [Finset.sum_mul, ← Finset.sum_neg_distrib]
    refine Finset.sum_congr rfl fun j _ => ?_
    have h : Real.exp (-b * E j) / Z E b * Z E b = Real.exp (-b * E j) :=
      div_mul_cancel₀ _ hne
    linear_combination E j * h
  rw [hU] at hs
  have hZ : HasDerivAt (Z E) (-(U E b * Z E b)) b := hs
  have hq := (hw i).fun_div hZ hne
  refine hq.congr_deriv ?_
  have h : gibbs E b i * Z E b = Real.exp (-b * E i) := div_mul_cancel₀ _ hne
  rw [div_eq_iff (pow_ne_zero 2 hne), ← h]
  ring
```

## The slope and the moment recursion

The vanishing of $\mu_1$ follows by splitting the sum and using normalisation.

```lean
/-- The mean deviation of the energy from its Gibbs average vanishes. -/
theorem centralMoment_one (E : ι → ℝ) (b : ℝ) : centralMoment E 1 b = 0 := by
  have h : centralMoment E 1 b = ∑ i, (gibbs E b i * E i - U E b * gibbs E b i) := by
    simp only [centralMoment, mean]
    exact Finset.sum_congr rfl fun i _ => by ring
  have hU : ∑ i, gibbs E b i * E i = U E b := rfl
  rw [h, Finset.sum_sub_distrib, ← Finset.mul_sum, gibbs_sum, hU]
  ring
```

For the slope, `key` carries out the split $E_i=(E_i-U)+U$, and the preceding lemma removes the second term.

```lean
/-- Fluctuation-response relation: the slope of the mean energy in `b` is minus the
energy variance. -/
theorem hasDerivAt_U (E : ι → ℝ) (b : ℝ) :
    HasDerivAt (U E) (-centralMoment E 2 b) b := by
  have hs : HasDerivAt (fun x => ∑ i, gibbs E x i * E i)
      (∑ i, -(E i - U E b) * gibbs E b i * E i) b :=
    HasDerivAt.fun_sum fun i _ => (hasDerivAt_gibbs E b i).mul_const (E i)
  -- split the last factor as `E = (E - U) + U`; the second part contributes `-U` times
  -- the first central moment
  have key : ∑ i, -(E i - U E b) * gibbs E b i * E i
      = -centralMoment E 2 b - U E b * centralMoment E 1 b := by
    simp only [centralMoment, mean]
    rw [Finset.mul_sum, ← Finset.sum_neg_distrib, ← Finset.sum_sub_distrib]
    exact Finset.sum_congr rfl fun i _ => by ring
  rw [key, centralMoment_one, mul_zero, sub_zero] at hs
  exact hs
```

The recursion holds for every natural number `n`. Inside its proof, `hp` differentiates the power of $E_i-U$, including the motion of $U$, and `fun_mul` combines this with the response of the probability. Summing over states gives the formula.

```lean
/-- Response to `b` of every central moment of positive order: the derivative of the moment of order
`n + 1` is `n + 1` times the variance times the moment of order `n`, minus the moment of order
`n + 2`. -/
theorem hasDerivAt_centralMoment (E : ι → ℝ) (b : ℝ) (n : ℕ) :
    HasDerivAt (centralMoment E (n + 1))
      (((n : ℝ) + 1) * centralMoment E 2 b * centralMoment E n b
        - centralMoment E (n + 2) b) b := by
  -- both the probabilities and the centre `U` move with `b`
  have h : ∀ i, HasDerivAt (fun x => gibbs E x i * (E i - U E x) ^ (n + 1))
      (((n : ℝ) + 1) * centralMoment E 2 b * (gibbs E b i * (E i - U E b) ^ n)
        - gibbs E b i * (E i - U E b) ^ (n + 2)) b := by
    intro i
    have hp := ((hasDerivAt_U E b).const_sub (E i)).fun_pow (n + 1)
    refine ((hasDerivAt_gibbs E b i).fun_mul hp).congr_deriv ?_
    simp only [Nat.add_sub_cancel]
    push_cast
    ring
  have hs : HasDerivAt (fun x => ∑ i, gibbs E x i * (E i - U E x) ^ (n + 1))
      (∑ i, (((n : ℝ) + 1) * centralMoment E 2 b * (gibbs E b i * (E i - U E b) ^ n)
        - gibbs E b i * (E i - U E b) ^ (n + 2))) b :=
    HasDerivAt.fun_sum fun i _ => h i
  rw [Finset.sum_sub_distrib, ← Finset.mul_sum] at hs
  exact hs
```

## The curvature theorem

The slope formula holds at every `b`, so `deriv (U E)` equals $-\mu_2$ as a function. The recursion at `n = 1`, with $\mu_1=0$, differentiates it once more.

```lean
/-- For a finite nonempty spectrum, the second derivative of the mean energy with respect
to `b` is the third central moment of the energy in the Gibbs distribution. -/
theorem hasDerivAt_deriv_U (E : ι → ℝ) (b : ℝ) :
    HasDerivAt (deriv (U E)) (centralMoment E 3 b) b := by
  have h : deriv (U E) = fun x => -centralMoment E 2 x :=
    funext fun x => (hasDerivAt_U E x).deriv
  have h2 : HasDerivAt (centralMoment E 2)
      ((((1 : ℕ) : ℝ) + 1) * centralMoment E 2 b * centralMoment E 1 b
        - centralMoment E 3 b) b := hasDerivAt_centralMoment E b 1
  rw [centralMoment_one] at h2
  rw [h]
  exact h2.fun_neg.congr_deriv (by ring)
```

## Skewness and the two-level system

Positivity of the variance needs the hypothesis `hij`, that two states have different energies. If every level equalled the mean, these two would coincide; so some state contributes a positive term, and the others contribute nonnegative ones.

```lean
/-- The energy variance is positive as soon as two levels differ. -/
theorem variance_pos (E : ι → ℝ) (b : ℝ) {i j : ι} (hij : E i ≠ E j) :
    0 < centralMoment E 2 b := by
  have hg : ∀ k, 0 < gibbs E b k := fun k => div_pos (Real.exp_pos _) (Z_pos E b)
  -- some level differs from the mean
  obtain ⟨k, hk⟩ : ∃ k, E k ≠ U E b := by
    by_contra! h
    exact hij ((h i).trans (h j).symm)
  have hk' : E k - U E b ≠ 0 := sub_ne_zero.mpr hk
  simp only [centralMoment, mean]
  exact Finset.sum_pos' (fun l _ => mul_nonneg (hg l).le (sq_nonneg _))
    ⟨k, Finset.mem_univ k, mul_pos (hg k) (by positivity)⟩
```

The next theorem states that the mean energy has strictly negative slope and gives the curvature in terms of skewness. The proof replaces both derivatives by moments and cancels the nonzero cube of the standard deviation.

```lean
/-- If two levels differ, the mean energy strictly falls with `b`, and its curvature is the
skewness of the energy times the power 3/2 of the rate of fall. -/
theorem curvature_eq_skewness (E : ι → ℝ) (b : ℝ) {i j : ι} (hij : E i ≠ E j) :
    0 < -deriv (U E) b ∧
      deriv (deriv (U E)) b = skewness E b * √(-deriv (U E) b) ^ 3 := by
  have hv := variance_pos E b hij
  rw [(hasDerivAt_deriv_U E b).deriv, (hasDerivAt_U E b).deriv, neg_neg]
  refine ⟨hv, ?_⟩
  unfold skewness
  rw [div_mul_cancel₀ _ (pow_ne_zero 3 (Real.sqrt_pos.mpr hv).ne')]
```

In the two-level case, `![0, gap]` lists the energies of states `0` and `1`, and `hp` defines `p` as the Gibbs occupation of state `1`. Normalisation gives the other occupation, and `ring` verifies the polynomial identity derived above. The sign of `gap` is unrestricted; for a positive gap, the curvature is positive when $p<1/2$, which means $b>0$, and negative when $p>1/2$, which means $b<0$, a negative temperature.

```lean
/-- For a two-level system with energies `0` and `gap`, the curvature of the mean energy is
`gap³ p (1 - p) (1 - 2p)`, where `p` is the occupation of the level `gap`. -/
theorem two_level_curvature (gap b p : ℝ) (hp : p = gibbs ![0, gap] b 1) :
    deriv (deriv (U ![0, gap])) b = gap ^ 3 * p * (1 - p) * (1 - 2 * p) := by
  have hs := gibbs_sum ![0, gap] b
  rw [Fin.sum_univ_two, ← hp] at hs
  have h0 : gibbs ![0, gap] b 0 = 1 - p := by linarith
  have hU : U ![0, gap] b = p * gap := by
    simp [U, mean, Fin.sum_univ_two, ← hp]
  rw [(hasDerivAt_deriv_U ![0, gap] b).deriv]
  simp only [centralMoment, mean, Fin.sum_univ_two, hU, h0, ← hp,
    Matrix.cons_val_zero, Matrix.cons_val_one, Matrix.cons_val_fin_one]
  ring

end

end GibbsEnergyCurvature
```

```lean
#print axioms GibbsEnergyCurvature.hasDerivAt_deriv_U
#print axioms GibbsEnergyCurvature.curvature_eq_skewness
#print axioms GibbsEnergyCurvature.two_level_curvature
```

```
'GibbsEnergyCurvature.hasDerivAt_deriv_U' depends on axioms: [propext, Classical.choice, Quot.sound]
'GibbsEnergyCurvature.curvature_eq_skewness' depends on axioms: [propext, Classical.choice, Quot.sound]
'GibbsEnergyCurvature.two_level_curvature' depends on axioms: [propext, Classical.choice, Quot.sound]
```
